# The exact propagator of a uniformly rotating Hamiltonian in finite dimension

## Do two constant-generator exponentials solve the rotating problem?

If I exponentiate \(-i\int_0^t H(s)\,ds\) for a Hamiltonian that rotates in time, I generally get the wrong propagator, because \(H\) at different times need not commute with itself. For

\[
H(t)=e^{-iJt}H_0e^{iJt},
\]

with constant \(n\times n\) matrices \(H_0\) and \(J\) and \(\hbar=1\), passing to the rotating frame is supposed to give the exact answer

\[
U(t)=e^{-iJt}e^{-i(H_0-J)t}.
\]

I would like to see this derived with the matrix order respected, and checked by machine. Is it the only solution starting from the identity, and when is it unitary?

## Yes: the \(J\) terms cancel, and Hermitian \(H_0\) and \(J\) suffice for unitarity

Write \(K=H_0-J\). At \(t=0\) both exponentials are the identity, so \(U(0)=1\). Each exponential commutes with its own generator, so \(J\) can be placed to the right of \(e^{-iJt}\) and \(K\) to the left of \(e^{-iKt}\):

\[
U'=e^{-iJt}(-iJ)e^{-iKt}+e^{-iJt}(-iK)e^{-iKt}=-i\,e^{-iJt}H_0e^{-iKt}.
\]

On the other side,

\[
H(t)U(t)=e^{-iJt}H_0\,e^{iJt}e^{-iJt}\,e^{-iKt}=e^{-iJt}H_0e^{-iKt}.
\]

Hence \(iU'=H(t)U\).

For uniqueness, let \(V\) be any matrix solution and set \(Q=e^{iJt}V\). Since \(e^{iJt}H(t)V=H_0Q\),

\[
Q'=iJQ-iH_0Q=-iKQ.
\]

Then \(W=e^{iKt}Q\) satisfies \(W'=e^{iKt}(iK-iK)Q=0\). So \(W(t)=W(0)=V(0)\), which rearranges to \(V(t)=U(t)V(0)\).

If \(A\) is Hermitian, \((e^{-iAt})^\dagger=e^{iAt}\), the inverse of \(e^{-iAt}\). When \(H_0\) and \(J\) are Hermitian, so is \(K\), and \(U(t)\) is a product of two unitaries.

Suppose also that \(e^{-iJT}=1\), meaning that the matrix of the frame transformation returns to the identity, sign included, after time \(T\). Then \(e^{-iJ(t+T)}=e^{-iJt}\), so \(H(t+T)=H(t)\) and

\[
U(t+T)=e^{-iJt}e^{-iKt}e^{-iKT}=U(t)e^{-iKT}.
\]

Repeating this \(m\) times gives \(U(t+mT)=U(t)\,(e^{-iKT})^m\). A diagonal \(J\) with integer entries \(k_j\) allows \(T=2\pi\), because \(e^{-2\pi i k_j}=1\). For a spin one-half with \(J=\sigma_z/2\), the exponential at \(2\pi\) is \(-1\), and the condition is first met at \(4\pi\). The Hamiltonian itself already repeats after \(2\pi\), because the two signs in \(e^{-iJt}H_0e^{iJt}\) cancel.

For \(n=1\) everything commutes: \(H(t)=H_0\), and \(J\) drops out to leave \(U(t)=e^{-iH_0t}\).

**How the Lean statements read.** The finite type `n` labels the basis states, and time is a real number. `evol A t` is \(e^{-iAt}\), so `evol J (-t)` is \(e^{iJt}\); `drivenH` is \(H(t)\) and `rotU` is \(U(t)\). `SolvesSchrodinger H U` says that at every real time \(U\) has derivative \(-iH(t)U(t)\). The theorems `rotU_solves` and `solution_unique` hold for arbitrary complex matrices; `rotU_unitary` adds the two Hermiticity hypotheses. `cyclic_driving` assumes `evol J T = 1`, and `cyclic_driving_witness` supplies the integer example.

The model is finite-dimensional, with a constant rotation generator. The spectrum of \(H(t)\) therefore never changes, which excludes drives that alter the energy levels. Within these limits, which include a spin in a uniformly rotating magnetic field, the formula gives an exact reference for a time-stepping integrator.

```lean
import Mathlib

open Matrix

namespace RotatingFrame

noncomputable section

attribute [local instance] Matrix.linftyOpNormedRing Matrix.linftyOpNormedAlgebra

variable {n : Type*} [Fintype n] [DecidableEq n]

/-- The evolution `exp(-iAt)` generated by a constant matrix `A`. -/
def evol (A : Matrix n n ℂ) (t : ℝ) : Matrix n n ℂ :=
  NormedSpace.exp (t • ((-Complex.I) • A))

/-- The rotating Hamiltonian `H(t) = exp(-iJt) H₀ exp(iJt)`. -/
def drivenH (H₀ J : Matrix n n ℂ) (t : ℝ) : Matrix n n ℂ :=
  evol J t * H₀ * evol J (-t)

/-- The product `U(t) = exp(-iJt) exp(-i(H₀ - J)t)`. -/
def rotU (H₀ J : Matrix n n ℂ) (t : ℝ) : Matrix n n ℂ :=
  evol J t * evol (H₀ - J) t

/-- The Schrödinger equation `i U' = H(t) U` at all times, written as `U' = -i H(t) U`. -/
def SolvesSchrodinger (H U : ℝ → Matrix n n ℂ) : Prop :=
  ∀ t, HasDerivAt U ((-Complex.I) • (H t * U t)) t

/-- At time zero the evolution is the identity. -/
theorem evol_zero (A : Matrix n n ℂ) : evol A 0 = 1 := by
  simp [evol, NormedSpace.exp_zero]

/-- Evolutions under a constant generator compose by adding their times. -/
theorem evol_add (A : Matrix n n ℂ) (s t : ℝ) :
    evol A (s + t) = evol A s * evol A t := by
  unfold evol
  rw [add_smul]
  exact Matrix.exp_add_of_commute _ _ (((Commute.refl _).smul_left s).smul_right t)

private lemma evol_mul_neg (A : Matrix n n ℂ) (t : ℝ) : evol A t * evol A (-t) = 1 := by
  rw [← evol_add, add_neg_cancel, evol_zero]

private lemma evol_neg_mul (A : Matrix n n ℂ) (t : ℝ) : evol A (-t) * evol A t = 1 := by
  rw [← evol_add, neg_add_cancel, evol_zero]

private lemma evol_neg (A : Matrix n n ℂ) (t : ℝ) : evol (-A) t = evol A (-t) := by
  simp [evol]

private lemma deriv_left (A : Matrix n n ℂ) (t : ℝ) :
    HasDerivAt (evol A) ((-Complex.I) • (A * evol A t)) t := by
  have h := hasDerivAt_exp_smul_const' ((-Complex.I) • A) t
  exact h.congr_deriv (smul_mul_assoc _ _ _)

private lemma deriv_right (A : Matrix n n ℂ) (t : ℝ) :
    HasDerivAt (evol A) ((-Complex.I) • (evol A t * A)) t := by
  have h := hasDerivAt_exp_smul_const ((-Complex.I) • A) t
  exact h.congr_deriv (mul_smul_comm _ _ _)

/-- The product `U(t)` starts at the identity and solves the Schrödinger equation
of the rotating Hamiltonian. -/
theorem rotU_solves (H₀ J : Matrix n n ℂ) :
    rotU H₀ J 0 = 1 ∧ SolvesSchrodinger (drivenH H₀ J) (rotU H₀ J) := by
  refine ⟨by simp [rotU, evol_zero], fun t => ?_⟩
  have h := (deriv_right J t).mul (deriv_left (H₀ - J) t)
  refine h.congr_deriv ?_
  -- the inner rotations cancel in `H(t) U(t)`
  have hHU : drivenH H₀ J t * rotU H₀ J t = evol J t * H₀ * evol (H₀ - J) t := by
    calc drivenH H₀ J t * rotU H₀ J t
        = evol J t * H₀ * (evol J (-t) * evol J t) * evol (H₀ - J) t := by
          simp only [drivenH, rotU, mul_assoc]
      _ = _ := by rw [evol_neg_mul, mul_one]
  rw [hHU, smul_mul_assoc, mul_smul_comm, ← smul_add]
  congr 1
  noncomm_ring

/-- Every matrix solution of the Schrödinger equation of the rotating Hamiltonian
is `U(t)` times its initial value. -/
theorem solution_unique (H₀ J : Matrix n n ℂ) (V : ℝ → Matrix n n ℂ)
    (hV : SolvesSchrodinger (drivenH H₀ J) V) (t : ℝ) :
    V t = rotU H₀ J t * V 0 := by
  -- undo both exponentials; what remains does not move
  let W : ℝ → Matrix n n ℂ := fun s => evol (-(H₀ - J)) s * (evol (-J) s * V s)
  have hW : ∀ s, HasDerivAt W 0 s := by
    intro s
    have h := (deriv_right (-(H₀ - J)) s).mul ((deriv_left (-J) s).mul (hV s))
    refine h.congr_deriv ?_
    have hQ : evol (-J) s * (drivenH H₀ J s * V s) = H₀ * (evol (-J) s * V s) := by
      calc evol (-J) s * (drivenH H₀ J s * V s)
          = (evol J (-s) * evol J s) * (H₀ * (evol J (-s) * V s)) := by
            simp only [evol_neg, drivenH, mul_assoc]
        _ = _ := by rw [evol_neg_mul, one_mul, evol_neg]
    simp only [Pi.mul_apply, smul_mul_assoc, mul_smul_comm, hQ, ← smul_add]
    rw [smul_eq_zero]
    right
    noncomm_ring
  have hc : W t = W 0 :=
    is_const_of_deriv_eq_zero (fun s => (hW s).differentiableAt) (fun s => (hW s).deriv) t 0
  have hc' : evol (H₀ - J) (-t) * (evol J (-t) * V t) = V 0 := by
    simpa only [W, evol_neg, neg_zero, evol_zero, one_mul] using hc
  rw [← hc']
  symm
  calc rotU H₀ J t * (evol (H₀ - J) (-t) * (evol J (-t) * V t))
      = evol J t * (evol (H₀ - J) t * evol (H₀ - J) (-t)) * (evol J (-t) * V t) := by
        simp only [rotU, mul_assoc]
    _ = (evol J t * evol J (-t)) * V t := by rw [evol_mul_neg, mul_one, mul_assoc]
    _ = V t := by rw [evol_mul_neg, one_mul]

/-- A Hermitian generator gives a unitary evolution. -/
theorem evol_unitary {A : Matrix n n ℂ} (hA : A.IsHermitian) (t : ℝ) :
    evol A t ∈ Matrix.unitaryGroup n ℂ := by
  -- taking the adjoint reverses time
  have hadj : (evol A t)ᴴ = evol A (-t) := by
    unfold evol
    rw [← Matrix.exp_conjTranspose]
    congr 1
    rw [Matrix.conjTranspose_smul, Matrix.conjTranspose_smul, hA.eq]
    simp
  rw [Matrix.mem_unitaryGroup_iff, Matrix.star_eq_conjTranspose, hadj, evol_mul_neg]

/-- For Hermitian `H₀` and `J` the propagator `U(t)` is unitary. -/
theorem rotU_unitary {H₀ J : Matrix n n ℂ} (hH : H₀.IsHermitian) (hJ : J.IsHermitian)
    (t : ℝ) : rotU H₀ J t ∈ Matrix.unitaryGroup n ℂ :=
  mul_mem (evol_unitary hJ t) (evol_unitary (hH.sub hJ) t)

/-- If `exp(-iJT) = 1`, the Hamiltonian repeats after time `T`, and `m` further periods
multiply `U(t)` on the right by the `m`-th power of `exp(-i(H₀ - J)T)`. -/
theorem cyclic_driving (H₀ J : Matrix n n ℂ) {T : ℝ} (hT : evol J T = 1) (t : ℝ) (m : ℕ) :
    drivenH H₀ J (t + T) = drivenH H₀ J t ∧
      rotU H₀ J (t + m * T) = rotU H₀ J t * evol (H₀ - J) T ^ m := by
  constructor
  · have hT' : evol J (-T) = 1 := by
      have h := evol_mul_neg J T
      rwa [hT, one_mul] at h
    simp only [drivenH, neg_add, evol_add, hT, hT', mul_one]
  · induction m with
    | zero => simp
    | succ m ih =>
      have hs : t + ((m + 1 : ℕ) : ℝ) * T = (t + m * T) + T := by push_cast; ring
      -- one more period adds one more factor
      have step : ∀ s, rotU H₀ J (s + T) = rotU H₀ J s * evol (H₀ - J) T := by
        intro s
        simp only [rotU, evol_add, hT, mul_one, mul_assoc]
      rw [hs, step, ih, pow_succ, mul_assoc]

/-- A diagonal `J` with integer entries satisfies `exp(-iJT) = 1` at `T = 2π`. -/
theorem cyclic_driving_witness (k : n → ℤ) :
    evol (Matrix.diagonal fun j => (k j : ℂ)) (2 * Real.pi) = 1 := by
  have hd : (2 * Real.pi) • ((-Complex.I) • Matrix.diagonal fun j => (k j : ℂ)) =
      Matrix.diagonal fun j => ((-k j : ℤ) : ℂ) * (2 * Real.pi * Complex.I) := by
    ext i j
    by_cases h : i = j
    · subst h
      simp
      ring
    · simp [h]
  unfold evol
  rw [hd, Matrix.exp_diagonal, ← Matrix.diagonal_one]
  congr 1
  funext j
  rw [Pi.coe_exp, ← Complex.exp_eq_exp_ℂ]
  exact Complex.exp_int_mul_two_pi_mul_I (-k j)

end

end RotatingFrame
```

```lean
#print axioms RotatingFrame.rotU_solves
#print axioms RotatingFrame.solution_unique
#print axioms RotatingFrame.rotU_unitary
#print axioms RotatingFrame.cyclic_driving
```

```
'RotatingFrame.rotU_solves' depends on axioms: [propext, Classical.choice, Quot.sound]
'RotatingFrame.solution_unique' depends on axioms: [propext, Classical.choice, Quot.sound]
'RotatingFrame.rotU_unitary' depends on axioms: [propext, Classical.choice, Quot.sound]
'RotatingFrame.cyclic_driving' depends on axioms: [propext, Classical.choice, Quot.sound]
```

**How the proof follows the calculation.** `deriv_right` and `deriv_left` differentiate the exponential with its generator on the chosen side. In `rotU_solves`, `.mul` is the product rule, `hHU` cancels the inner rotations in \(H(t)U(t)\), and `noncomm_ring` checks \(J+(H_0-J)=H_0\) between the exponentials without reordering factors.

In `solution_unique`, `W` is the back-transformed solution and `hQ` is the identity \(e^{iJt}H(t)V=H_0Q\). Once the derivative is shown to vanish, `is_const_of_deriv_eq_zero` makes `W` constant, and the final `calc` restores the two exponentials.

For unitarity, `hadj` shows that taking the adjoint reverses time, and `mul_mem` combines the two unitary factors. The periodic result uses `evol_add` for a single period and induction for \(m\) of them. The integer example exponentiates the diagonal entries one by one.
